# Magnetic catalysis in 2+1 dimensions: the vacuum condensate of a free four-component fermion tends to $-|eB|/(2\pi)$ as $m \to 0^+$ for every proper-time cutoff

## Question

For $b > 0$ and any cutoff $d > 0$,
$$m\int_d^\infty s^{-1/2}\,e^{-m^2 s}\coth(bs)\,ds \;\longrightarrow\; \sqrt{\pi} \qquad (m \to 0^+).$$
With a proper-time cutoff $d$, the condensate $\langle\bar\psi\psi\rangle$ at zero temperature and zero chemical potential of a non-interacting four-component fermion of mass $m$ and charge $e$ in a constant magnetic field $B$ in 2+1 dimensions is $-b/(2\pi^{3/2})$ times the left side, with $b = eB$, so it should tend to $-b/(2\pi)$ whatever the cutoff, while without the field it tends to $0$ as $m \to 0^+$. How is this stated and proved in Lean 4 with Mathlib?

## Answer

### Modelling choices

Units are $\hbar = c = 1$. The proper time $s$ has dimension $(\text{mass})^{-2}$, and the lower limit $d$ corresponds to an ultraviolet scale $\Lambda$ through $d = 1/\Lambda^2$. The real numbers $b$, $d$, $m$ are Lean's `b`, `d`, `m`. The definitions are
$$w(m,s) = s^{-1/2}e^{-m^2 s}, \qquad I(b,d,m) = \int_d^\infty w(m,s)\coth(bs)\,ds,$$
$$C(b,d,m) = -\frac{b}{2\pi^{3/2}}\,m\,I(b,d,m), \qquad C_0(d,m) = -\frac{1}{2\pi^{3/2}}\,m\int_d^\infty \frac{w(m,s)}{s}\,ds,$$
called `weight`, `propTime`, `condensate` and `freeCondensate`, with `coth` defined as $\cosh x/\sinh x$. The integrals are Lebesgue integrals over `Ioi d`, the half-line $s > d$. In the zero-field condensate $C_0$ the factor $b\coth(bs)$ is replaced by its small-field value $1/s$.

The formula for $C$ is a definition here and is not derived from a fermion propagator or determinant. Its prefactor is that of a four-component fermion: the trace $4$ times the free heat-kernel factor $(4\pi s)^{-3/2}$ gives $s^{-3/2}/(2\pi^{3/2})$, and the field multiplies this by $bs\coth(bs)$. The model is a non-interacting fermion at zero temperature and zero chemical potential in a uniform external field with a sharp proper-time cutoff. The name magnetic catalysis usually refers to the dynamical generation of a mass once interactions are present. No gap equation occurs below; what is proved is the nonzero massless limit of the non-interacting condensate.

### Derivation by hand

Take $b, d, m > 0$.

1. For $x > 0$, $\cosh x - \sinh x = e^{-x}$ lies between $0$ and $1$, and $x \le \sinh x$. Dividing $\sinh x \le \cosh x \le \sinh x + 1$ by $\sinh x > 0$ gives
$$1 \le \coth x \le 1 + \frac{1}{\sinh x} \le 1 + \frac1x .$$
2. For $s > 0$, $0 < e^{-m^2 s} \le 1$, so $0 \le w(m,s) \le s^{-1/2}$.
3. With $t = m^2 s$,
$$\int_0^\infty w(m,s)\,ds = \frac1m\int_0^\infty t^{-1/2}e^{-t}\,dt = \frac{\Gamma(1/2)}{m} = \frac{\sqrt\pi}{m}.$$
4. By step 2 the part removed by the cutoff obeys $0 \le \int_0^d w\,ds \le \int_0^d s^{-1/2}ds = 2\sqrt d$. Subtracting it from step 3 and multiplying by $m$,
$$\sqrt\pi - 2m\sqrt d \;\le\; m\int_d^\infty w\,ds \;\le\; \sqrt\pi .$$
5. Steps 1 and 2 with $x = bs$ give $w \le w\coth(bs) \le w + w/(bs) \le w + s^{-3/2}/b$. Since $\int_d^\infty s^{-3/2}ds = 2/\sqrt d$, the integrand is dominated by an integrable function, and integrating and using step 4,
$$\sqrt\pi - 2m\sqrt d \;\le\; m\,I(b,d,m) \;\le\; \sqrt\pi + \frac{2m}{b\sqrt d}.$$
6. Both bounds tend to $\sqrt\pi$ as $m \to 0^+$ at fixed $b$ and $d$, so $mI \to \sqrt\pi$. With $\pi^{3/2} = \pi\sqrt\pi$ this gives $C \to -b/(2\pi)$.
7. As $\coth$ is odd, $b\coth(bs)$ is even in $b$, so $C(-b,d,m) = C(b,d,m)$ and the limit is $-|b|/(2\pi)$ for any $b \ne 0$. As $w$ depends on $m^2$ only, $C$ is odd in $m$, and $C \to +|b|/(2\pi)$ as $m \to 0^-$.
8. Without field, $0 \le w/s \le s^{-3/2}$, so $0 \le m\int_d^\infty (w/s)\,ds \le 2m/\sqrt d$ and $C_0 \to 0$ as $m \to 0^+$.

### The Lean file

```lean
import Mathlib

open MeasureTheory Set Filter
open scoped Real Topology

namespace MagneticCatalysis

noncomputable section

/-- The hyperbolic cotangent `cosh x / sinh x`. -/
def coth (x : ℝ) : ℝ := Real.cosh x / Real.sinh x

/-- The proper-time weight `s^(-1/2) exp(-m² s)` for a fermion of mass `m`. -/
def weight (m s : ℝ) : ℝ := s ^ (-(1 / 2) : ℝ) * Real.exp (-(m ^ 2 * s))

/-- The proper-time integral `∫_d^∞ s^(-1/2) exp(-m² s) coth(b s) ds` with cutoff `d`. -/
def propTime (b d m : ℝ) : ℝ := ∫ s in Ioi d, weight m s * coth (b * s)

/-- The proper-time condensate of a non-interacting four-component fermion in 2+1 dimensions,
in a field `b = eB`: `-(b / (2 π^(3/2)))` times `m` times
the proper-time integral. -/
def condensate (b d m : ℝ) : ℝ := -(b / (2 * π ^ (3 / 2 : ℝ))) * (m * propTime b d m)

/-- The condensate without field: `b coth(b s)` is replaced by `1/s`. -/
def freeCondensate (d m : ℝ) : ℝ :=
  -(1 / (2 * π ^ (3 / 2 : ℝ))) * (m * ∫ s in Ioi d, weight m s * (1 / s))

/-- For `x > 0`, `coth x` lies between `1` and `1 + 1/x`. -/
theorem coth_bounds {x : ℝ} (hx : 0 < x) : 1 ≤ coth x ∧ coth x ≤ 1 + 1 / x := by
  have hs : 0 < Real.sinh x := Real.sinh_pos_iff.mpr hx
  have hxs : x ≤ Real.sinh x := Real.self_le_sinh_iff.mpr hx.le
  have he : Real.exp (-x) ≤ 1 := Real.exp_le_one_iff.mpr (by linarith)
  have hd := Real.cosh_sub_sinh x
  have hpos := Real.exp_pos (-x)
  unfold coth
  refine ⟨by rw [le_div_iff₀ hs]; linarith, ?_⟩
  have h1 : Real.cosh x ≤ Real.sinh x + 1 := by linarith
  calc Real.cosh x / Real.sinh x ≤ (Real.sinh x + 1) / Real.sinh x :=
        div_le_div_of_nonneg_right h1 hs.le
    _ = 1 + 1 / Real.sinh x := by rw [add_div, div_self hs.ne']
    _ ≤ 1 + 1 / x := by linarith [one_div_le_one_div_of_le hx hxs]

/-- For positive proper time the weight lies between `0` and `s^(-1/2)`. -/
theorem weight_bounds (m : ℝ) {s : ℝ} (hs : 0 < s) :
    0 ≤ weight m s ∧ weight m s ≤ s ^ (-(1 / 2) : ℝ) := by
  have h0 : 0 ≤ m ^ 2 * s := by positivity
  have h1 : Real.exp (-(m ^ 2 * s)) ≤ 1 := Real.exp_le_one_iff.mpr (by linarith)
  have h2 : 0 ≤ s ^ (-(1 / 2) : ℝ) := Real.rpow_nonneg hs.le _
  exact ⟨mul_nonneg h2 (Real.exp_pos _).le, mul_le_of_le_one_right h2 h1⟩

/-- For `m > 0` the weight is integrable over all positive proper times, with integral `√π / m`. -/
theorem weight_integral {m : ℝ} (hm : 0 < m) :
    IntegrableOn (weight m) (Ioi 0) ∧ ∫ s in Ioi (0 : ℝ), weight m s = √π / m := by
  have hv : ∫ s in Ioi (0 : ℝ), weight m s = √π / m := by
    have h := Real.integral_rpow_mul_exp_neg_mul_Ioi (show (0 : ℝ) < 1 / 2 by norm_num)
      (show 0 < m ^ 2 by positivity)
    have e : (1 / 2 - 1 : ℝ) = -(1 / 2) := by norm_num
    have e2 : (1 / m ^ 2) ^ (1 / 2 : ℝ) = 1 / m := by
      rw [← Real.sqrt_eq_rpow, show 1 / m ^ 2 = (1 / m) ^ 2 by ring,
        Real.sqrt_sq (show 0 ≤ 1 / m by positivity)]
    rw [e, e2, Real.Gamma_one_half_eq] at h
    unfold weight
    rw [h]
    ring
  refine ⟨?_, hv⟩
  by_contra hn
  have h0 : ∫ s in Ioi (0 : ℝ), weight m s = 0 := integral_undef hn
  have : 0 < √π / m := div_pos (Real.sqrt_pos.mpr Real.pi_pos) hm
  linarith

/-- With `coth` replaced by `1`, `m` times the cutoff integral lies between `√π - 2 m √d`
and `√π`. -/
theorem weight_cutoff_bounds {d m : ℝ} (hd : 0 < d) (hm : 0 < m) :
    √π - 2 * m * √d ≤ m * (∫ s in Ioi d, weight m s) ∧ m * (∫ s in Ioi d, weight m s) ≤ √π := by
  obtain ⟨hi, hv⟩ := weight_integral hm
  have h1 : IntegrableOn (weight m) (Ioc 0 d) := hi.mono_set Ioc_subset_Ioi_self
  have h2 : IntegrableOn (weight m) (Ioi d) := hi.mono_set (Ioi_subset_Ioi hd.le)
  have hsplit : ∫ s in Ioc 0 d ∪ Ioi d, weight m s
      = (∫ s in Ioc 0 d, weight m s) + ∫ s in Ioi d, weight m s :=
    setIntegral_union (Set.Ioc_disjoint_Ioi le_rfl) measurableSet_Ioi h1 h2
  rw [Ioc_union_Ioi_eq_Ioi hd.le, hv] at hsplit
  have hr : (-1 : ℝ) < -(1 / 2) := by norm_num
  have hlo : 0 ≤ ∫ s in Ioc 0 d, weight m s :=
    setIntegral_nonneg measurableSet_Ioc fun s hs => (weight_bounds m hs.1).1
  -- the piece removed by the cutoff stays bounded as m → 0
  have hup : ∫ s in Ioc 0 d, weight m s ≤ 2 * √d := by
    calc ∫ s in Ioc 0 d, weight m s ≤ ∫ s in Ioc 0 d, s ^ (-(1 / 2) : ℝ) :=
          setIntegral_mono_on h1 (intervalIntegral.intervalIntegrable_rpow' hr).1
            measurableSet_Ioc fun s hs => (weight_bounds m hs.1).2
      _ = 2 * √d := by
          rw [← intervalIntegral.integral_of_le hd.le, integral_rpow (Or.inl hr),
            show (-(1 / 2) + 1 : ℝ) = 1 / 2 by norm_num,
            Real.zero_rpow (show (1 / 2 : ℝ) ≠ 0 by norm_num), ← Real.sqrt_eq_rpow]
          ring
  have hm' : m * (√π / m) = √π := by field_simp
  rw [hsplit] at hm'
  constructor
  · nlinarith [mul_le_mul_of_nonneg_left hup hm.le]
  · nlinarith [mul_nonneg hm.le hlo]

/-- The integral of `s^(-3/2)` above the cutoff `d` equals `2 / √d`. -/
theorem tail_integral {d : ℝ} (hd : 0 < d) :
    ∫ s in Ioi d, s ^ (-(3 / 2) : ℝ) = 2 / √d := by
  rw [integral_Ioi_rpow_of_lt (show (-(3 / 2) : ℝ) < -1 by norm_num) hd,
    show (-(3 / 2) + 1 : ℝ) = -(1 / 2) by norm_num, Real.rpow_neg hd.le, ← Real.sqrt_eq_rpow]
  ring

/-- For positive field, cutoff and mass the proper-time integrand is integrable, and `m` times
its integral lies between `√π - 2 m √d` and `√π + 2 m / (b √d)`. -/
theorem propTime_bounds {b d m : ℝ} (hb : 0 < b) (hd : 0 < d) (hm : 0 < m) :
    IntegrableOn (fun s => weight m s * coth (b * s)) (Ioi d) ∧
      √π - 2 * m * √d ≤ m * propTime b d m ∧ m * propTime b d m ≤ √π + 2 * m / (b * √d) := by
  have hw : IntegrableOn (weight m) (Ioi d) :=
    (weight_integral hm).1.mono_set (Ioi_subset_Ioi hd.le)
  have ht : IntegrableOn (fun s : ℝ => s ^ (-(3 / 2) : ℝ)) (Ioi d) :=
    integrableOn_Ioi_rpow_of_lt (by norm_num) hd
  have ht' : IntegrableOn (fun s : ℝ => 1 / b * s ^ (-(3 / 2) : ℝ)) (Ioi d) :=
    Integrable.const_mul ht _
  have hg : IntegrableOn (fun s => weight m s + 1 / b * s ^ (-(3 / 2) : ℝ)) (Ioi d) :=
    Integrable.add hw ht'
  -- the excess over coth = 1 is dominated by s^(-3/2) / b, uniformly in m
  have hpt : ∀ s ∈ Ioi d, weight m s ≤ weight m s * coth (b * s) ∧
      weight m s * coth (b * s) ≤ weight m s + 1 / b * s ^ (-(3 / 2) : ℝ) := by
    intro s hs
    have hs0 : 0 < s := hd.trans (mem_Ioi.mp hs)
    obtain ⟨c1, c2⟩ := coth_bounds (mul_pos hb hs0)
    obtain ⟨w1, w2⟩ := weight_bounds m hs0
    have e : 1 / b * s ^ (-(3 / 2) : ℝ) = s ^ (-(1 / 2) : ℝ) * (1 / (b * s)) := by
      rw [show (-(3 / 2) : ℝ) = -(1 / 2) - 1 by norm_num, Real.rpow_sub_one hs0.ne']
      ring
    refine ⟨le_mul_of_one_le_right w1 c1, ?_⟩
    have p : 0 ≤ 1 / (b * s) := by positivity
    rw [e]
    nlinarith [mul_le_mul_of_nonneg_left c2 w1, mul_le_mul_of_nonneg_right w2 p]
  have hc0 : Measurable coth :=
    Real.continuous_cosh.measurable.div Real.continuous_sinh.measurable
  have hc : Measurable fun s : ℝ => coth (b * s) := hc0.comp (measurable_id.const_mul b)
  have hint : IntegrableOn (fun s => weight m s * coth (b * s)) (Ioi d) := by
    refine Integrable.mono' hg (hw.aestronglyMeasurable.mul hc.aestronglyMeasurable)
      ((ae_restrict_iff' measurableSet_Ioi).2 (Eventually.of_forall fun s hs => ?_))
    have h := (weight_bounds m (hd.trans (mem_Ioi.mp hs))).1.trans (hpt s hs).1
    exact (Real.norm_of_nonneg h).trans_le (hpt s hs).2
  have lo : ∫ s in Ioi d, weight m s ≤ propTime b d m :=
    setIntegral_mono_on hw hint measurableSet_Ioi fun s hs => (hpt s hs).1
  have hsum : ∫ s in Ioi d, (weight m s + 1 / b * s ^ (-(3 / 2) : ℝ))
      = (∫ s in Ioi d, weight m s) + 1 / b * (2 / √d) := by
    rw [integral_add hw ht', integral_const_mul, tail_integral hd]
  have up : propTime b d m ≤ (∫ s in Ioi d, weight m s) + 1 / b * (2 / √d) :=
    (setIntegral_mono_on hint hg measurableSet_Ioi fun s hs => (hpt s hs).2).trans_eq hsum
  obtain ⟨l1, l2⟩ := weight_cutoff_bounds hd hm
  have e : 2 * m / (b * √d) = m * (1 / b * (2 / √d)) := by ring
  refine ⟨hint, l1.trans (mul_le_mul_of_nonneg_left lo hm.le), ?_⟩
  have h3 := mul_le_mul_of_nonneg_left up hm.le
  rw [mul_add] at h3
  rw [e]
  linarith

/-- For `b > 0` and every cutoff `d > 0`, `m` times the proper-time integral tends to `√π`
as `m → 0+`. -/
theorem propTime_tendsto {b d : ℝ} (hb : 0 < b) (hd : 0 < d) :
    Tendsto (fun m => m * propTime b d m) (𝓝[>] 0) (𝓝 (√π)) := by
  have c1 : Continuous fun m : ℝ => √π - 2 * m * √d := by fun_prop
  have c2 : Continuous fun m : ℝ => √π + 2 * m / (b * √d) := by fun_prop
  refine tendsto_of_tendsto_of_tendsto_of_le_of_le'
    ((c1.tendsto' 0 _ (by simp)).mono_left nhdsWithin_le_nhds)
    ((c2.tendsto' 0 _ (by simp)).mono_left nhdsWithin_le_nhds) ?_ ?_
  · filter_upwards [self_mem_nhdsWithin] with m hm using (propTime_bounds hb hd hm).2.1
  · filter_upwards [self_mem_nhdsWithin] with m hm using (propTime_bounds hb hd hm).2.2

/-- For any nonzero field `b` and any cutoff `d > 0` the condensate tends
to `-|b| / (2π)` as `m → 0+`. -/
theorem magnetic_catalysis {b d : ℝ} (hb : b ≠ 0) (hd : 0 < d) :
    Tendsto (condensate b d) (𝓝[>] 0) (𝓝 (-(|b| / (2 * π)))) := by
  -- the condensate is even in the field
  have key : ∀ c : ℝ, condensate (-c) d = condensate c d := by
    intro c
    funext m
    simp only [condensate, propTime, coth, neg_mul, Real.cosh_neg, Real.sinh_neg, div_neg,
      mul_neg, integral_neg]
    ring
  have habs : condensate b d = condensate |b| d := by
    rcases abs_choice b with h | h
    · rw [h]
    · rw [h, key]
  have hp : π ^ (3 / 2 : ℝ) = π * √π := by
    rw [show (3 / 2 : ℝ) = 1 + 1 / 2 by norm_num, Real.rpow_add Real.pi_pos, Real.rpow_one,
      ← Real.sqrt_eq_rpow]
  have e : -(|b| / (2 * π)) = -(|b| / (2 * π ^ (3 / 2 : ℝ))) * √π := by
    have h1 : √π ≠ 0 := (Real.sqrt_pos.mpr Real.pi_pos).ne'
    have h2 : π ≠ 0 := Real.pi_ne_zero
    rw [hp]
    field_simp
  rw [habs, e]
  exact (propTime_tendsto (abs_pos.2 hb) hd).const_mul _

/-- For any nonzero field and any cutoff the condensate tends to `+|b| / (2π)` as `m → 0-`. -/
theorem magnetic_catalysis_neg_mass {b d : ℝ} (hb : b ≠ 0) (hd : 0 < d) :
    Tendsto (condensate b d) (𝓝[<] 0) (𝓝 (|b| / (2 * π))) := by
  have hneg : Tendsto (fun m : ℝ => -m) (𝓝[<] 0) (𝓝[>] 0) :=
    tendsto_nhdsWithin_iff.2
      ⟨(continuous_neg.tendsto' 0 0 neg_zero).mono_left nhdsWithin_le_nhds,
        by filter_upwards [self_mem_nhdsWithin] with m hm using neg_pos.2 (mem_Iio.mp hm)⟩
  have h := ((magnetic_catalysis hb hd).comp hneg).neg
  rw [neg_neg] at h
  refine h.congr fun m => ?_
  simp only [Function.comp_apply, condensate, propTime, weight, neg_sq]
  ring

/-- Without field the integrand is integrable for `m > 0`, and the condensate tends to `0`
as `m → 0+` for every cutoff `d > 0`. -/
theorem freeCondensate_tendsto {d : ℝ} (hd : 0 < d) :
    (∀ m : ℝ, 0 < m → IntegrableOn (fun s => weight m s * (1 / s)) (Ioi d)) ∧
      Tendsto (freeCondensate d) (𝓝[>] 0) (𝓝 0) := by
  have ht : IntegrableOn (fun s : ℝ => s ^ (-(3 / 2) : ℝ)) (Ioi d) :=
    integrableOn_Ioi_rpow_of_lt (by norm_num) hd
  have hpt : ∀ m : ℝ, ∀ s ∈ Ioi d,
      0 ≤ weight m s * (1 / s) ∧ weight m s * (1 / s) ≤ s ^ (-(3 / 2) : ℝ) := by
    intro m s hs
    have hs0 : 0 < s := hd.trans (mem_Ioi.mp hs)
    obtain ⟨w1, w2⟩ := weight_bounds m hs0
    have p : 0 ≤ 1 / s := by positivity
    rw [show (-(3 / 2) : ℝ) = -(1 / 2) - 1 by norm_num, Real.rpow_sub_one hs0.ne',
      div_eq_mul_one_div (s ^ (-(1 / 2) : ℝ)) s]
    exact ⟨mul_nonneg w1 p, mul_le_mul_of_nonneg_right w2 p⟩
  have hc : Measurable fun s : ℝ => 1 / s := measurable_const.div measurable_id
  have hint : ∀ m : ℝ, 0 < m → IntegrableOn (fun s => weight m s * (1 / s)) (Ioi d) :=
    fun m hm => Integrable.mono' ht
      (((weight_integral hm).1.mono_set (Ioi_subset_Ioi hd.le)).aestronglyMeasurable.mul
        hc.aestronglyMeasurable)
      ((ae_restrict_iff' measurableSet_Ioi).2 (Eventually.of_forall fun s hs =>
        (Real.norm_of_nonneg (hpt m s hs).1).trans_le (hpt m s hs).2))
  refine ⟨hint, ?_⟩
  have c : Continuous fun m : ℝ => m * (2 / √d) := by fun_prop
  have h0 : Tendsto (fun m : ℝ => m * ∫ s in Ioi d, weight m s * (1 / s)) (𝓝[>] 0) (𝓝 0) := by
    refine tendsto_of_tendsto_of_tendsto_of_le_of_le' tendsto_const_nhds
      ((c.tendsto' 0 _ (by simp)).mono_left nhdsWithin_le_nhds) ?_ ?_
    · filter_upwards [self_mem_nhdsWithin] with m hm
      exact mul_nonneg (mem_Ioi.mp hm).le
        (setIntegral_nonneg measurableSet_Ioi fun s hs => (hpt m s hs).1)
    · filter_upwards [self_mem_nhdsWithin] with m hm
      exact mul_le_mul_of_nonneg_left ((setIntegral_mono_on (hint m hm) ht measurableSet_Ioi
        fun s hs => (hpt m s hs).2).trans_eq (tail_integral hd)) (mem_Ioi.mp hm).le
  have h := h0.const_mul (-(1 / (2 * π ^ (3 / 2 : ℝ))))
  rw [mul_zero] at h
  exact h

end

end MagneticCatalysis
```

```lean
#print axioms MagneticCatalysis.magnetic_catalysis_neg_mass
-- 'MagneticCatalysis.magnetic_catalysis_neg_mass' depends on axioms: [propext, Classical.choice, Quot.sound]
#print axioms MagneticCatalysis.freeCondensate_tendsto
-- 'MagneticCatalysis.freeCondensate_tendsto' depends on axioms: [propext, Classical.choice, Quot.sound]
```

### The statements in words

`Tendsto f (𝓝[>] 0) (𝓝 L)` says that $f(m) \to L$ as $m$ approaches $0$ through positive values, and `𝓝[<] 0` is the approach through negative values. `propTime_bounds` states, for $b, d, m > 0$, that the integrand is integrable on $s > d$ and that the two inequalities of step 5 hold. `propTime_tendsto` is the limit $mI \to \sqrt\pi$ for $b > 0$, $d > 0$. `magnetic_catalysis` and `magnetic_catalysis_neg_mass` give the limits $-|b|/(2\pi)$ for $m \to 0^+$ and $+|b|/(2\pi)$ for $m \to 0^-$, for $b \neq 0$ and $d > 0$. `freeCondensate_tendsto` states integrability of $w/s$ for each $m > 0$ and $C_0 \to 0$ as $m \to 0^+$. In every limit $b$ and $d$ are held fixed; no theorem exchanges the limits $m \to 0$ and $b \to 0$ or relates $C_0$ to $C$ at small field.

Mathlib assigns the value $0$ to the integral of a non-integrable function. The integrability clauses show that the integrals have their ordinary meaning, and `weight_integral` uses the convention in reverse: the integral equals the positive number $\sqrt\pi/m$, so `integral_undef` rules out non-integrability.

### How the proof follows the derivation

`coth_bounds` is step 1, with `Real.cosh_sub_sinh` and `Real.self_le_sinh_iff` as the two inputs and the `calc` chain as the division by $\sinh x$. `weight_bounds` is step 2. `weight_integral` is step 3: `Real.integral_rpow_mul_exp_neg_mul_Ioi` is the scaled Gamma integral at exponent $1/2$ and rate $m^2$, and `Real.Gamma_one_half_eq` supplies $\sqrt\pi$.

In `weight_cutoff_bounds`, `hsplit` divides the half-line at $d$, `hlo` and `hup` bound the removed part by $0$ and $2\sqrt d$, and `nlinarith` multiplies by $m$ and subtracts, as in step 4. `tail_integral` evaluates $\int_d^\infty s^{-3/2}ds$. In `propTime_bounds`, `hpt` is the pointwise chain of step 5, `hint` obtains integrability by domination through `Integrable.mono'`, and `lo` and `up` integrate the two inequalities. `propTime_tendsto` squeezes between the two bounds, each continuous in $m$ with value $\sqrt\pi$ at $m = 0$.

In `magnetic_catalysis`, `key` is evenness in the field, `habs` replaces $b$ by $|b|$, and `hp` is $\pi^{3/2} = \pi\sqrt\pi$. `magnetic_catalysis_neg_mass` composes that limit with $m \mapsto -m$ (`hneg`) and negates it. `freeCondensate_tendsto` repeats domination and squeeze with the bounds $0$ and $2m/\sqrt d$ of step 8.

### Further remarks

The observations that follow are ordinary arguments and are not theorems of the file.

For $b > 0$ the limit $\sqrt\pi$ comes entirely from the term $1$ in $\coth(bs) = 1 + 2\sum_{n\ge1} e^{-2nbs}$, which belongs to the lowest Landau level, and $|b|/(2\pi)$ is the number of states per unit area that this level has at each of its two energies $+m$ and $-m$. The result bears on continuum models of planar Dirac electrons in a magnetic field, within the non-interacting setting at zero temperature and zero chemical potential, with a uniform field.

The sign condition in `propTime_tendsto` matters: for $b = -1$, $\coth(-s) = -\coth s$, so $mI \to -\sqrt\pi$, and the prefactor $b$ in $C$ restores the evenness. For $d = 0$ and $b = 1$, the inequality $\coth s \ge 1/s$ makes the integrand at least $s^{-3/2}e^{-m^2 s}$, so the integral diverges at $s = 0$ for every $m$.

The bounds of step 5 also allow the cutoff to move with the mass. In terms of $\Lambda$ they read $\sqrt\pi - 2m/\Lambda \le mI \le \sqrt\pi + 2m\Lambda/b$, so the same squeeze works whenever $m/\Lambda \to 0$ and $m\Lambda/b \to 0$. For $b = 1$ and $d = m$ in units of the field, the bounds are $\sqrt\pi - 2m^{3/2}$ and $\sqrt\pi + 2\sqrt m$, and the limit is again $\sqrt\pi$.
